# Exchange pairs within a cutoff on an open chain number N(2r + 1) − r(r + 1)

Take $N$ orbitals labelled $1,\dots,N$ along an open chain and an integer cutoff $r$ with $0\le r\le N$. The number of ordered pairs $(i,j)$ with $|i-j|\le r$ is

$$P(N,r)=N(2r+1)-r(r+1).$$

At fixed $r$, each orbital appended to a chain of at least $r$ orbitals adds $2r+1$ pairs, so the number of retained exchange pairs grows linearly in $N$, whereas the full set has $N^2$. This is a simple counting model for linear-scaling exchange in Hartree-Fock theory: a one-dimensional chain with one localized orbital per site and a cutoff imposed by distance.

## One orbital per site, and a cutoff on distance

The physical assumption is that each localized orbital can be assigned to one site of an evenly spaced chain, and that exchange between orbitals more than $r$ spacings apart is neglected. The exchange integral $K_{ij}$ involves the product of orbitals $i$ and $j$, so it becomes small when two well-localized orbitals barely overlap. That decay motivates the cutoff. It is assumed here, and no error bound for the truncation is derived.

In Lean an orbital is just its natural-number label. `separation i j` takes the difference in the integers and then its absolute value, which gives $|i-j|$ in lattice spacings. `exchangePairs N r` is the finite set of pairs from $\{1,\dots,N\}^2$ that pass the cutoff. The pairs are ordered, so $(i,j)$ and $(j,i)$ both count when $i\ne j$, and the diagonal pairs $(i,i)$ are included.

```lean
import Mathlib

open Filter Topology

namespace PeriodicHartreeFock.ExchangeCutoff

/-- The distance between orbitals `i` and `j` on an open chain, in lattice spacings. -/
def separation (i j : ℕ) : ℕ := ((i : ℤ) - (j : ℤ)).natAbs

/-- The ordered pairs of orbitals on the open chain `1, …, N` whose distance is at most
the cutoff `r`. -/
def exchangePairs (N r : ℕ) : Finset (ℕ × ℕ) :=
  (Finset.Icc 1 N ×ˢ Finset.Icc 1 N).filter (fun p => separation p.1 p.2 ≤ r)
```

Two more definitions use the same labels. `ringPairs N r` closes the chain into a ring and measures distance the shorter way around, $\min(|i-j|,\,N-|i-j|)$. `exchangeEnergy k N r` is the truncated closed-shell exchange energy $-\sum K_{ij}$ over ordered pairs of doubly occupied spatial orbitals, with $K_{ij}=k(|i-j|)$ for a real function $k$.

```lean
/-- The ordered pairs of orbitals on a ring of `N` sites whose distance, taken the shorter
way around, is at most the cutoff `r`. -/
def ringPairs (N r : ℕ) : Finset (ℕ × ℕ) :=
  (Finset.Icc 1 N ×ˢ Finset.Icc 1 N).filter
    (fun p => min (separation p.1 p.2) (N - separation p.1 p.2) ≤ r)

/-- The closed-shell exchange energy of the open chain, truncated at distance `r`, for
exchange integrals `k d` that depend only on the distance `d`. -/
def exchangeEnergy (k : ℕ → ℝ) (N r : ℕ) : ℝ :=
  -∑ p ∈ exchangePairs N r, k (separation p.1 p.2)
```

The next lemma spells out membership as five inequalities. Later proofs rewrite with it and leave the resulting integer arithmetic to `omega`.

```lean
/-- A pair is retained exactly when both orbitals lie on the chain and their distance is
within the cutoff. -/
theorem mem_exchangePairs (N r : ℕ) (p : ℕ × ℕ) :
    p ∈ exchangePairs N r ↔
      1 ≤ p.1 ∧ p.1 ≤ N ∧ 1 ≤ p.2 ∧ p.2 ≤ N ∧ separation p.1 p.2 ≤ r := by
  simp only [exchangePairs, Finset.mem_filter, Finset.mem_product, Finset.mem_Icc, and_assoc]
```

## The cutoff does not exceed the number of orbitals: $r\le N$

**What it means.** The interaction range is at most the number of sites. For $N\ge1$ the largest distance on the chain is $N-1$, so $r=N-1$ and $r=N$ both retain everything.

**Where the derivation uses it.** The count follows by growing the chain from $N=r$. At that length every pair is within the cutoff, so there are $r^2$ pairs, and the formula agrees:

$$r(2r+1)-r(r+1)=r^2.$$

Now append orbital $N+1$ to a chain with $N\ge r$. The new pairs are

- $(i,N+1)$ with $N+1-r\le i\le N+1$, which are $r+1$ pairs;
- $(N+1,j)$ with $N+1-r\le j\le N$, which are $r$ pairs.

The condition $r\le N$ guarantees that $N+1-r\ge 1$, so the new orbital has a full set of $r$ neighbours to its left. Hence $P(N+1,r)=P(N,r)+2r+1$, and the formula passes from $N$ to $N+1$:

$$N(2r+1)-r(r+1)+(2r+1)=(N+1)(2r+1)-r(r+1).$$

**Where the proof uses it.** The starting point is a lemma with its own hypothesis, `N ≤ r + 1`, which says that the cutoff reaches from one end of the chain to the other. Under it the filter removes nothing, and the set is the whole square. If instead $N\ge r+2$, the end-to-end pair $(1,N)$ is lost and the count falls below $N^2$.

```lean
/-- If the cutoff is at least the length `N - 1` of the chain, all `N²` ordered pairs are
retained. -/
theorem card_exchangePairs_of_full (N r : ℕ) (h : N ≤ r + 1) :
    (exchangePairs N r).card = N * N := by
  have hall : exchangePairs N r = Finset.Icc 1 N ×ˢ Finset.Icc 1 N := by
    ext p
    simp only [mem_exchangePairs, Finset.mem_product, Finset.mem_Icc, separation]
    omega
  rw [hall, Finset.card_product, Nat.card_Icc, Nat.add_sub_cancel]
```

The growth step writes the larger set as the old set together with the two strips listed above (`hsplit`). It then shows that the old set is disjoint from the strips (`hd1`) and the strips from each other (`hd2`), and adds the sizes. The hypothesis `r ≤ N` keeps the strips inside the chain and gives them their full lengths.

```lean
/-- Appending one orbital to an open chain of `N ≥ r` orbitals adds exactly `2r + 1`
exchange pairs. -/
theorem card_exchangePairs_succ (N r : ℕ) (h : r ≤ N) :
    (exchangePairs (N + 1) r).card = (exchangePairs N r).card + (2 * r + 1) := by
  -- the new pairs form the end of a new column and the end of a new row
  have hsplit : exchangePairs (N + 1) r = exchangePairs N r ∪
      (Finset.Icc (N + 1 - r) (N + 1) ×ˢ {N + 1} ∪
        {N + 1} ×ˢ Finset.Icc (N + 1 - r) N) := by
    ext p
    simp only [mem_exchangePairs, Finset.mem_union, Finset.mem_product, Finset.mem_Icc,
      Finset.mem_singleton, separation]
    omega
  have hd1 : Disjoint (exchangePairs N r)
      (Finset.Icc (N + 1 - r) (N + 1) ×ˢ {N + 1} ∪
        {N + 1} ×ˢ Finset.Icc (N + 1 - r) N) := by
    refine Finset.disjoint_left.2 fun p h1 h2 => ?_
    simp only [mem_exchangePairs, Finset.mem_union, Finset.mem_product, Finset.mem_Icc,
      Finset.mem_singleton] at h1 h2
    omega
  have hd2 : Disjoint (Finset.Icc (N + 1 - r) (N + 1) ×ˢ ({N + 1} : Finset ℕ))
      (({N + 1} : Finset ℕ) ×ˢ Finset.Icc (N + 1 - r) N) := by
    refine Finset.disjoint_left.2 fun p h1 h2 => ?_
    simp only [Finset.mem_product, Finset.mem_Icc, Finset.mem_singleton] at h1 h2
    omega
  rw [hsplit, Finset.card_union_of_disjoint hd1, Finset.card_union_of_disjoint hd2]
  simp only [Finset.card_product, Nat.card_Icc, Finset.card_singleton, mul_one, one_mul]
  omega
```

The main theorem is an induction on $N$ starting at $r$, carried out by `Nat.le_induction`. Its two cases are the two displayed calculations. The equation is stated in the integers, so the minus sign is ordinary subtraction.

```lean
/-- On an open chain of `N` orbitals with cutoff `r ≤ N`, the number of ordered exchange
pairs is `N(2r + 1) - r(r + 1)`. -/
theorem card_exchangePairs (N r : ℕ) (h : r ≤ N) :
    ((exchangePairs N r).card : ℤ) = N * (2 * r + 1) - r * (r + 1) := by
  induction N, h using Nat.le_induction with
  | base =>
    rw [card_exchangePairs_of_full r r (Nat.le_succ r)]
    push_cast
    ring
  | succ N hN ih =>
    rw [card_exchangePairs_succ N r hN]
    push_cast
    linear_combination ih
```

**What happens without it.** The formula can be rewritten as

$$P(N,r)=N^2-(N-r)(N-r-1).$$

The subtracted product is the number of discarded pairs. It vanishes at $r=N-1$ and $r=N$, as it should. For $r>N$ it becomes positive again although nothing is discarded, so the expression falls below the true value $N^2$. At $r=N+1$, for instance, it gives $N^2-2$.

**A chain of five.** With $N=5$ and $r=2$, orbitals $1,\dots,5$ have $3,4,5,4,3$ partners within the cutoff, counting themselves. The sum is $19$, and the formula gives $5\cdot5-2\cdot3=19$. The six missing pairs come from the ends: orbitals 1 and 5 lack two neighbours each, and orbitals 2 and 4 lack one each.

**In a program.** A code that screens exchange by distance can build a list of pairs before it evaluates integrals. If it exploits $K_{ij}=K_{ji}$ and stores only $i\le j$, the list for this chain has $(P(N,r)+N)/2=(r+1)(2N-r)/2$ entries, which is $12$ in the example. A different length reveals an error in the list. A matching length does not rule one out, since shifting every label by one leaves the count unchanged. Screening by the estimated size of the integrals can give a different list, and the cost of each retained integral is a separate matter.

## The cutoff stays fixed while the chain grows

**What it means.** The range of exchange is set by how localized the orbitals are, and the model takes it to be independent of the length of the chain.

**Where the derivation uses it.** For $N\ge r$ and $N\ge1$, dividing the count by $N$ gives

$$\frac{P(N,r)}{N}=2r+1-\frac{r(r+1)}{N}.$$

With $r$ constant the last term vanishes as $N\to\infty$, and each orbital has $2r+1$ partners on average, itself included. The correction is the effect of the two ends, shared among all orbitals.

**Where the proof uses it.** In the Lean statement `r` is chosen before the limit in `N` is taken. The proof establishes the limit of the right-hand side, then transfers it to the pair count, since the two agree for all $N\ge r+1$. No assumption $r\le N$ is needed in the statement, because a limit ignores short chains.

```lean
/-- At fixed cutoff `r`, the number of exchange pairs per orbital tends to `2r + 1` as the
open chain grows. -/
theorem tendsto_pairs_per_orbital (r : ℕ) :
    Tendsto (fun N : ℕ => ((exchangePairs N r).card : ℝ) / N) atTop
      (𝓝 (2 * (r : ℝ) + 1)) := by
  have hlim : Tendsto (fun N : ℕ => (2 * (r : ℝ) + 1) - ((r : ℝ) * (r + 1)) / (N : ℝ))
      atTop (𝓝 ((2 * (r : ℝ) + 1) - 0)) :=
    tendsto_const_nhds.sub (tendsto_const_div_atTop_nhds_zero_nat _)
  rw [sub_zero] at hlim
  refine hlim.congr' ?_
  filter_upwards [eventually_ge_atTop (r + 1)] with N hN
  have hc : ((exchangePairs N r).card : ℝ) = N * (2 * r + 1) - r * (r + 1) := by
    exact_mod_cast card_exchangePairs N r (by omega)
  have hN0 : (N : ℝ) ≠ 0 := Nat.cast_ne_zero.2 (by omega)
  rw [hc, sub_div, mul_div_cancel_left₀ _ hN0]
```

**What happens without it.** If the cutoff grows with the chain, the growth need not be linear. With $r=N-1$ every orbital keeps all $N$ partners, and the total is $N^2$.

## The ring is long enough for distinct neighbours: $2r+1\le N$

**What it means.** On a ring, as under periodic boundary conditions with $N$ cells and one orbital per cell, each orbital has $r$ neighbours on either side. The condition says that these $2r$ neighbours and the orbital itself are all different sites. The count is then exactly $N(2r+1)$, with no end correction.

**Where the derivation uses it.** Put $s=N-r-1$. A pair is within the cutoff on the ring if $|i-j|\le r$, or if $N-|i-j|\le r$, which is the same as $|i-j|>s$. The condition $2r+1\le N$ is equivalent to $r\le s$, so no pair satisfies both. The pairs of the second kind are those that an open chain with cutoff $s$ would discard:

$$N^2-P(N,s)=(N-s)(N-s-1)=r(r+1).$$

Adding them to $P(N,r)$ gives $N(2r+1)$. Closing the chain restores exactly the pairs lost at its ends.

**Where the proof uses it.** The proof substitutes $N=r+s+1$ and splits the ring set in the same way (`hsplit`). The set of all pairs appears as the open-chain set with cutoff $N$. The full strength of the hypothesis enters in `hd`, the disjointness of the two parts. The main count is then applied at cutoffs $r$, $s$ and $N$, and `linear_combination` combines the results.

```lean
/-- On a ring of `N ≥ 2r + 1` orbitals, the number of ordered exchange pairs within
cutoff `r` is exactly `N(2r + 1)`. -/
theorem card_ringPairs (N r : ℕ) (h : 2 * r + 1 ≤ N) :
    (ringPairs N r).card = N * (2 * r + 1) := by
  obtain ⟨s, rfl⟩ : ∃ s, N = r + s + 1 := ⟨N - r - 1, by omega⟩
  -- pairs close through the boundary are those farther apart than `s` on the open chain
  have hsplit : ringPairs (r + s + 1) r = exchangePairs (r + s + 1) r ∪
      (exchangePairs (r + s + 1) (r + s + 1) \ exchangePairs (r + s + 1) s) := by
    ext p
    have hb : 1 ≤ p.1 → p.1 ≤ r + s + 1 → 1 ≤ p.2 → p.2 ≤ r + s + 1 →
        separation p.1 p.2 ≤ r + s := by
      intro a b c e
      unfold separation
      omega
    simp only [ringPairs, Finset.mem_filter, Finset.mem_product, Finset.mem_Icc,
      Finset.mem_union, Finset.mem_sdiff, mem_exchangePairs, min_le_iff]
    constructor
    · rintro ⟨⟨⟨a, b⟩, c, e⟩, hm⟩
      have hle := hb a b c e
      by_cases hr : separation p.1 p.2 ≤ r
      · exact Or.inl ⟨a, b, c, e, hr⟩
      · refine Or.inr ⟨⟨a, b, c, e, by omega⟩, fun hs => ?_⟩
        have hs' := hs.2.2.2.2
        omega
    · rintro (⟨a, b, c, e, hr⟩ | ⟨⟨a, b, c, e, _⟩, hn⟩)
      · exact ⟨⟨⟨a, b⟩, c, e⟩, Or.inl hr⟩
      · have hs : ¬ separation p.1 p.2 ≤ s := fun hs => hn ⟨a, b, c, e, hs⟩
        exact ⟨⟨⟨a, b⟩, c, e⟩, Or.inr (by omega)⟩
  have hd : Disjoint (exchangePairs (r + s + 1) r)
      (exchangePairs (r + s + 1) (r + s + 1) \ exchangePairs (r + s + 1) s) := by
    refine Finset.disjoint_left.2 fun p h1 h2 => ?_
    simp only [Finset.mem_sdiff, mem_exchangePairs] at h1 h2
    omega
  have hsub : exchangePairs (r + s + 1) s ⊆ exchangePairs (r + s + 1) (r + s + 1) := by
    intro p hp
    simp only [mem_exchangePairs] at hp ⊢
    omega
  have h1 := Finset.card_sdiff_add_card_eq_card hsub
  have h2 := card_exchangePairs (r + s + 1) r (by omega)
  have h3 := card_exchangePairs (r + s + 1) s (by omega)
  have h4 := card_exchangePairs (r + s + 1) (r + s + 1) le_rfl
  rw [hsplit, Finset.card_union_of_disjoint hd]
  zify at h1 ⊢
  push_cast at h2 h3 h4
  linear_combination h1 + h2 - h3 + h4
```

**What happens without it.** For $1\le N\le 2r$ the neighbours on the two sides overlap. Every pair is within the cutoff, so the true count is $N^2$, and $N(2r+1)$ counts some pairs more than once. The five-site ring with $r=2$ is the borderline case: $5\cdot5=25$ is both the formula and the full set.

## Exchange integrals depend only on distance

**What it means.** All orbitals are taken to be translated copies of one another, so that $K_{ij}=k(|i-j|)$. On a finite open chain this is an idealisation, since orbitals near the ends generally differ from those in the middle. The function $k$ is otherwise arbitrary, and neither its sign nor its decay is used.

**Where the derivation uses it.** Pairs at equal distance contribute equally, so only the size of each distance shell matters. There are $P(N,0)=N$ pairs at distance zero. For $1\le d\le r\le N$ the shell at distance $d$ has

$$P(N,d)-P(N,d-1)=2N-2d=2(N-d)$$

pairs. The truncated exchange energy is therefore

$$E_x=-\Big(N\,k(0)+\sum_{d=1}^{r}2(N-d)\,k(d)\Big).$$

For $N=5$ and $r=2$ the weights are $5$, $8$ and $6$, which add up to the $19$ pairs found above.

**Where the proof uses it.** The assumption is built into the definition of `exchangeEnergy`. The proof is an induction on the cutoff. Raising it from $r$ to $r+1$ adds one shell, on which the integral has the constant value $k(r+1)$ (`hconst`), and `hcard` obtains the shell's size, $2(N-(r+1))$, from the main count at two successive cutoffs.

**What happens without it.** If $K_{ij}$ varies within a shell, the energy remains a sum over the same pairs, but the value of $K_{ij}$ for one pair at each distance is in general not enough to compute it. The condition $r\le N$ matters here too: for $d>N$ the weight $2(N-d)$ would be negative, although no such pairs exist.

```lean
/-- For a cutoff `r ≤ N` and exchange integrals depending only on distance, the truncated exchange
energy is a sum over distances, with weight `N` on site and `2(N - d)` at distance `d ≥ 1`. -/
theorem exchangeEnergy_eq_sum_distances (k : ℕ → ℝ) (N r : ℕ) (h : r ≤ N) :
    exchangeEnergy k N r =
      -(N * k 0 + ∑ d ∈ Finset.Icc 1 r, 2 * ((N : ℝ) - d) * k d) := by
  unfold exchangeEnergy
  congr 1
  induction r with
  | zero =>
    have hconst : ∀ p ∈ exchangePairs N 0, k (separation p.1 p.2) = k 0 := by
      intro p hp
      rw [mem_exchangePairs] at hp
      rw [show separation p.1 p.2 = 0 by omega]
    have hc : (exchangePairs N 0).card = N := by
      have := card_exchangePairs N 0 h
      push_cast at this
      omega
    rw [Finset.sum_congr rfl hconst, Finset.sum_const, nsmul_eq_mul, hc]
    simp
  | succ r ih =>
    have hsub : exchangePairs N r ⊆ exchangePairs N (r + 1) := by
      intro p hp
      simp only [mem_exchangePairs] at hp ⊢
      omega
    -- the new shell holds the pairs at distance exactly `r + 1`
    have hconst : ∀ p ∈ exchangePairs N (r + 1) \ exchangePairs N r,
        k (separation p.1 p.2) = k (r + 1) := by
      intro p hp
      simp only [Finset.mem_sdiff, mem_exchangePairs] at hp
      rw [show separation p.1 p.2 = r + 1 by omega]
    have hcard : ((exchangePairs N (r + 1) \ exchangePairs N r).card : ℤ)
        = 2 * ((N : ℤ) - (r + 1)) := by
      have h1 := Finset.card_sdiff_add_card_eq_card hsub
      have h2 := card_exchangePairs N r (by omega)
      have h3 := card_exchangePairs N (r + 1) h
      zify at h1
      push_cast at h3
      linear_combination h1 + h3 - h2
    have hcard' : ((exchangePairs N (r + 1) \ exchangePairs N r).card : ℝ)
        = 2 * ((N : ℝ) - (r + 1)) := by
      exact_mod_cast hcard
    rw [← Finset.sum_sdiff hsub, Finset.sum_congr rfl hconst, Finset.sum_const,
      nsmul_eq_mul, hcard', ih (by omega), Finset.sum_Icc_succ_top (by omega)]
    push_cast
    ring

end PeriodicHartreeFock.ExchangeCutoff
```

```lean
#print axioms PeriodicHartreeFock.ExchangeCutoff.card_exchangePairs
-- 'PeriodicHartreeFock.ExchangeCutoff.card_exchangePairs' depends on axioms: [propext, Classical.choice, Quot.sound]
#print axioms PeriodicHartreeFock.ExchangeCutoff.tendsto_pairs_per_orbital
-- 'PeriodicHartreeFock.ExchangeCutoff.tendsto_pairs_per_orbital' depends on axioms: [propext, Classical.choice, Quot.sound]
#print axioms PeriodicHartreeFock.ExchangeCutoff.card_ringPairs
-- 'PeriodicHartreeFock.ExchangeCutoff.card_ringPairs' depends on axioms: [propext, Classical.choice, Quot.sound]
#print axioms PeriodicHartreeFock.ExchangeCutoff.exchangeEnergy_eq_sum_distances
-- 'PeriodicHartreeFock.ExchangeCutoff.exchangeEnergy_eq_sum_distances' depends on axioms: [propext, Classical.choice, Quot.sound]
```
